# For the SCR interpolation kernel without a cutoff, the critical amplitude is c t^(4/3) and the reduced Curie temperature is (δ/c)^(3/4)

When a three-dimensional weak itinerant ferromagnet is heated, thermal spin fluctuations grow until the ordered moment disappears. At that point the inverse uniform susceptibility is zero, and long-wavelength fluctuations relax at a rate proportional to the cube of their wave number. Self-consistent renormalisation (SCR) theory turns this into a condition on the Curie temperature: the thermal fluctuation amplitude, computed at criticality, must equal a given number δ > 0. At which temperature does that happen?

## The amplitude law and its inverse

Let t > 0 be the reduced temperature and x > 0 the reduced wave number, in units for which u = x³/t equals ħΓ/(2πk_BT), where Γ is the relaxation rate at criticality and T the temperature. For a thermal kernel f, the critical amplitude is

A(t) = ∫₀^∞ x³ f(x³/t) dx.

The kernel of the theory is ln u − 1/(2u) − ψ(u), with ψ the digamma function. It behaves as 1/(2u) for small u and as 1/(12u²) for large u. The interpolation formula

f(u) = 1/(2u(1 + 6u))

has both limits, which is where the factor 6 comes from. With this kernel,

A(t) = c t^(4/3), c = π/(3√3 · 6^(1/3)) ≈ 0.3327,

and the only positive solution of A(t) = δ is

t = (δ/c)^(3/4).

The number δ stands for the thermal fluctuation amplitude needed to destroy the ordered moment, in the same reduced units as A(t): the material-dependent prefactor of the mean-square spin fluctuation has been divided out of both. Here δ is an input.

## Quadrature and root finding in an SCR code

An SCR code can evaluate A(t) by quadrature and solve for the Curie temperature by iteration. For the interpolation kernel at criticality and without a wave-number cutoff, the closed forms give reference values for both steps. They can also supply a starting value when the code uses the digamma kernel or a finite cutoff. Since the integrand is positive, a quadrature that stops at a finite x approaches c t^(4/3) from below as its upper limit grows, apart from discretisation error.

## From 1/(1 + x³) to the Curie temperature

Write q = x² − x + 1, so that 1 + x³ = (1 + x)q. Partial fractions give

1/(1 + x³) = 1/(3(1 + x)) − (2x − 1)/(6q) + 1/(2q).

Because 4q = (2x − 1)² + 3, the last term is the derivative of arctan((2x − 1)/√3)/√3. A primitive is therefore

F(x) = ln(1 + x)/3 − ln(q)/6 + arctan((2x − 1)/√3)/√3.

The two logarithms combine to −(1/6) ln(q/(1 + x)²), which tends to 0 as x → ∞, while the arctangent tends to π/2. At x = 0 the logarithms vanish and the arctangent is −π/6. Hence

∫₀^∞ dx/(1 + x³) = π/(2√3) + π/(6√3) = 2π/(3√3).

The temperature dependence follows from a substitution. Put s = t^(1/3) and x = s y. Then dx = s dy, x³ = s³y³ and x³/t = y³, so

A(t) = s⁴ ∫₀^∞ y³ f(y³) dy = t^(4/3) A(1).

The form of f plays no part in the exponent; it enters only through A(1).

For the interpolation kernel, x³ = t u gives

x³ f(x³/t) = t u/(2u(1 + 6u)) = (t/2)/(1 + 6x³/t).

At t = 1, set b = 6^(1/3) and substitute y = b x:

A(1) = (1/2) ∫₀^∞ dx/(1 + (b x)³) = (1/(2b)) · 2π/(3√3) = π/(3√3 · 6^(1/3)) = c.

The Curie condition is now c t^(4/3) = δ. Dividing by c and raising both positive sides to the power 3/4 gives t = (δ/c)^(3/4). The step is reversible for t > 0, so this solution is unique.

## The Lean file

```lean
import Mathlib

open Real MeasureTheory Set Filter Topology

namespace SCRCriticalAmplitude

noncomputable section

/-- The interpolation formula `1 / (2u(1 + 6u))` for the thermal kernel of spin fluctuations. -/
def spinKernel (u : ℝ) : ℝ := 1 / (2 * u * (1 + 6 * u))

/-- The critical spin-fluctuation amplitude at reduced temperature `t` for a thermal kernel `f`:
the integral of `x³ f(x³/t)` over all reduced wave numbers `x > 0`. -/
def criticalAmplitude (f : ℝ → ℝ) (t : ℝ) : ℝ :=
  ∫ x in Ioi (0 : ℝ), x ^ 3 * f (x ^ 3 / t)

/-- The constant `c = π / (3 √3 6^(1/3))`. -/
def scrConstant : ℝ := π / (3 * √3 * (6 : ℝ) ^ (1 / 3 : ℝ))

/-- An explicit combination of logarithms and an arctangent, used to integrate `1/(1 + x³)`. -/
def cubicPrimitive (x : ℝ) : ℝ :=
  Real.log (1 + x) / 3 - Real.log (x ^ 2 - x + 1) / 6 + Real.arctan ((2 * x - 1) / √3) / √3

/-- For `x ≥ 0` the derivative of `cubicPrimitive` is `1/(1 + x³)`. -/
theorem hasDerivAt_cubicPrimitive {x : ℝ} (hx : 0 ≤ x) :
    HasDerivAt cubicPrimitive (1 / (1 + x ^ 3)) x := by
  obtain ⟨q, hq⟩ : ∃ q, q = x ^ 2 - x + 1 := ⟨_, rfl⟩
  have hq0 : 0 < q := by rw [hq]; nlinarith [sq_nonneg (x - 1)]
  have hx1 : 1 + x ≠ 0 := by positivity
  have h1 : HasDerivAt (fun y : ℝ => Real.log (1 + y)) (1 / (1 + x)) x :=
    ((hasDerivAt_id' x).const_add 1).log hx1
  have h2 : HasDerivAt (fun y : ℝ => y ^ 2 - y + 1) (2 * x - 1) x :=
    (((hasDerivAt_pow 2 x).fun_sub (hasDerivAt_id' x)).add_const 1).congr_deriv (by norm_num)
  have h2' : HasDerivAt (fun y : ℝ => Real.log (y ^ 2 - y + 1))
      ((2 * x - 1) / (x ^ 2 - x + 1)) x := h2.log (by rw [← hq]; exact hq0.ne')
  have h3 : HasDerivAt (fun y : ℝ => (2 * y - 1) / √3) (2 / √3) x :=
    ((((hasDerivAt_id' x).const_mul 2).sub_const 1).div_const (√3)).congr_deriv (by ring)
  have h4 : HasDerivAt (fun y : ℝ => Real.arctan ((2 * y - 1) / √3))
      (1 / (1 + ((2 * x - 1) / √3) ^ 2) * (2 / √3)) x := h3.arctan
  -- the arctangent contributes `1/(2q)`
  have e : 1 / (1 + ((2 * x - 1) / √3) ^ 2) * (2 / √3) / √3 = 1 / (2 * q) := by
    have e1 : 1 + (2 * x - 1) ^ 2 / 3 = 4 / 3 * q := by rw [hq]; ring
    rw [div_pow, Real.sq_sqrt (by norm_num), e1, mul_div_assoc, div_div,
      Real.mul_self_sqrt (by norm_num), div_mul_div_comm,
      div_eq_div_iff (by positivity) (by positivity)]
    ring
  have hfac : 1 + x ^ 3 = (1 + x) * q := by rw [hq]; ring
  refine (((h1.div_const 3).fun_sub (h2'.div_const 6)).fun_add
    (h4.div_const (√3))).congr_deriv ?_
  rw [e, hfac, ← hq]
  have hq1 : q ≠ 0 := hq0.ne'
  field_simp
  rw [hq]
  ring

/-- As `x → ∞`, `cubicPrimitive` tends to `π/(2√3)`. -/
theorem tendsto_cubicPrimitive : Tendsto cubicPrimitive atTop (𝓝 (0 + π / 2 / √3)) := by
  have h3 : 0 < √3 := by positivity
  have hw : Tendsto (fun x : ℝ => (1 + x)⁻¹) atTop (𝓝 0) :=
    tendsto_inv_atTop_zero.comp (tendsto_atTop_add_const_left atTop 1 tendsto_id)
  have hc : ContinuousAt (fun w : ℝ => -(Real.log (1 - 3 * w + 3 * w ^ 2)) / 6) 0 := by
    have h : ContinuousAt (fun w : ℝ => 1 - 3 * w + 3 * w ^ 2) 0 := by fun_prop
    exact ((h.log (by norm_num)).neg).div_const 6
  -- the two logarithms cancel at infinity
  have hl : Tendsto (fun x : ℝ => -(Real.log (1 - 3 * (1 + x)⁻¹ + 3 * ((1 + x)⁻¹) ^ 2)) / 6)
      atTop (𝓝 (-(Real.log (1 - 3 * (0 : ℝ) + 3 * (0 : ℝ) ^ 2)) / 6)) := hc.tendsto.comp hw
  have h0 : -(Real.log (1 - 3 * (0 : ℝ) + 3 * (0 : ℝ) ^ 2)) / 6 = 0 := by norm_num
  rw [h0] at hl
  have hlin : Tendsto (fun x : ℝ => (2 * x - 1) / √3) atTop atTop := by
    refine tendsto_atTop.2 fun b => ?_
    filter_upwards [eventually_ge_atTop ((b * √3 + 1) / 2)] with x hx
    rw [le_div_iff₀ h3]
    linarith
  have ha : Tendsto (fun x : ℝ => Real.arctan ((2 * x - 1) / √3) / √3) atTop
      (𝓝 (π / 2 / √3)) :=
    ((tendsto_nhds_of_tendsto_nhdsWithin Real.tendsto_arctan_atTop).comp hlin).div_const _
  refine (hl.add ha).congr' ?_
  filter_upwards [eventually_gt_atTop (0 : ℝ)] with x hx
  have hx1 : 1 + x ≠ 0 := by positivity
  have hq : x ^ 2 - x + 1 ≠ 0 := by nlinarith [sq_nonneg (x - 1)]
  have key : -(Real.log (1 - 3 * (1 + x)⁻¹ + 3 * ((1 + x)⁻¹) ^ 2)) / 6
      = Real.log (1 + x) / 3 - Real.log (x ^ 2 - x + 1) / 6 := by
    have h : 1 - 3 * (1 + x)⁻¹ + 3 * ((1 + x)⁻¹) ^ 2 = (x ^ 2 - x + 1) / (1 + x) ^ 2 := by
      field_simp
      ring
    rw [h, Real.log_div hq (pow_ne_zero 2 hx1), Real.log_pow]
    push_cast
    ring
  exact congrArg (· + Real.arctan ((2 * x - 1) / √3) / √3) key

/-- The function `1/(1 + x³)` is integrable on the positive half-line, with integral
`2π/(3√3)`. -/
theorem integral_one_div_one_add_cube :
    IntegrableOn (fun x : ℝ => 1 / (1 + x ^ 3)) (Ioi 0) ∧
      ∫ x in Ioi (0 : ℝ), 1 / (1 + x ^ 3) = 2 * π / (3 * √3) := by
  have hd : ∀ x ∈ Ici (0 : ℝ), HasDerivAt cubicPrimitive (1 / (1 + x ^ 3)) x :=
    fun x hx => hasDerivAt_cubicPrimitive hx
  have hp : ∀ x ∈ Ioi (0 : ℝ), 0 ≤ 1 / (1 + x ^ 3) := by
    intro x hx
    have hx' : 0 < x := hx
    positivity
  refine ⟨integrableOn_Ioi_deriv_of_nonneg' hd hp tendsto_cubicPrimitive, ?_⟩
  have hat : Real.arctan ((2 * 0 - 1) / √3) = -(π / 6) := by
    have h : (2 * 0 - 1) / √3 = -(1 / √3) := by ring
    rw [h, Real.arctan_neg, ← Real.tan_pi_div_six,
      Real.arctan_tan (by linarith [Real.pi_pos]) (by linarith [Real.pi_pos])]
  have hF0 : cubicPrimitive 0 = -(π / 6) / √3 := by
    unfold cubicPrimitive
    rw [hat]
    norm_num
  rw [integral_Ioi_of_hasDerivAt_of_nonneg' hd hp tendsto_cubicPrimitive, hF0]
  ring

/-- For any thermal kernel, the critical amplitude at temperature `t > 0` is `t^(4/3)` times its
value at `t = 1`. -/
theorem criticalAmplitude_scaling (f : ℝ → ℝ) {t : ℝ} (ht : 0 < t) :
    criticalAmplitude f t = t ^ (4 / 3 : ℝ) * criticalAmplitude f 1 := by
  obtain ⟨s, hs, hs3, hs4⟩ : ∃ s : ℝ, 0 < s ∧ s ^ 3 = t ∧ t ^ (4 / 3 : ℝ) = s ^ 4 := by
    refine ⟨t ^ (1 / 3 : ℝ), Real.rpow_pos_of_pos ht _, ?_, ?_⟩ <;>
      rw [← Real.rpow_natCast, ← Real.rpow_mul ht.le] <;> norm_num
  rw [hs4, ← hs3]
  unfold criticalAmplitude
  -- substitute `x = s y` with `s = t^(1/3)`
  have h := integral_comp_mul_left_Ioi (fun x : ℝ => x ^ 3 * f (x ^ 3 / s ^ 3)) 0 hs
  have h2 : ∀ x : ℝ, (s * x) ^ 3 * f ((s * x) ^ 3 / s ^ 3) = s ^ 3 * (x ^ 3 * f (x ^ 3 / 1)) := by
    intro x
    have h3 : (s * x) ^ 3 / s ^ 3 = x ^ 3 / 1 := by
      rw [mul_pow, div_one, mul_div_cancel_left₀ _ (pow_ne_zero 3 hs.ne')]
    rw [h3]
    ring
  simp only [h2, mul_zero, smul_eq_mul] at h
  rw [integral_const_mul] at h
  rw [← mul_inv_cancel_left₀ hs.ne' (∫ x in Ioi (0 : ℝ), x ^ 3 * f (x ^ 3 / s ^ 3)), ← h]
  ring

/-- For any thermal kernel with positive amplitude at `t = 1` and any `δ > 0`, the Curie condition
`A(t) = δ` holds at a temperature `t > 0` exactly when `t = (δ/A(1))^(3/4)`. -/
theorem curie_condition_iff (f : ℝ → ℝ) (hf : 0 < criticalAmplitude f 1) {δ t : ℝ}
    (hδ : 0 < δ) (ht : 0 < t) :
    criticalAmplitude f t = δ ↔ t = (δ / criticalAmplitude f 1) ^ (3 / 4 : ℝ) := by
  rw [criticalAmplitude_scaling f ht]
  generalize criticalAmplitude f 1 = a at hf ⊢
  constructor
  · intro h
    rw [← h, mul_div_cancel_right₀ _ hf.ne', ← Real.rpow_mul ht.le]
    norm_num
  · intro h
    have he : (3 / 4 : ℝ) * (4 / 3) = 1 := by norm_num
    rw [h, ← Real.rpow_mul (div_pos hδ hf).le, he, Real.rpow_one]
    have ha := hf.ne'
    field_simp

/-- With `b³ = 6/t`, the amplitude integrand of the interpolation kernel is
`(t/2) / (1 + (b x)³)`. -/
theorem integrand_eq {t b x : ℝ} (ht : 0 < t) (hb : b ^ 3 = 6 / t) (hx : 0 < x) :
    x ^ 3 * spinKernel (x ^ 3 / t) = t / 2 * (1 / (1 + (b * x) ^ 3)) := by
  obtain ⟨v, hv⟩ : ∃ v, v = x ^ 3 / t := ⟨_, rfl⟩
  have hv0 : 0 < v := by rw [hv]; positivity
  have hx3 : x ^ 3 = t * v := by rw [hv]; field_simp
  have hb' : 1 + (b * x) ^ 3 = 1 + 6 * v := by rw [mul_pow, hb, hv]; ring
  rw [hb', ← hv, hx3]
  have h6 : 1 + 6 * v ≠ 0 := by positivity
  unfold spinKernel
  field_simp

/-- At every temperature `t > 0` the amplitude integrand of the interpolation kernel is
integrable over `x > 0`. -/
theorem integrableOn_amplitude {t : ℝ} (ht : 0 < t) :
    IntegrableOn (fun x : ℝ => x ^ 3 * spinKernel (x ^ 3 / t)) (Ioi 0) := by
  have h6 : 0 < 6 / t := by positivity
  obtain ⟨b, hb, hb3⟩ : ∃ b : ℝ, 0 < b ∧ b ^ 3 = 6 / t := by
    refine ⟨(6 / t) ^ (1 / 3 : ℝ), Real.rpow_pos_of_pos h6 _, ?_⟩
    rw [← Real.rpow_natCast, ← Real.rpow_mul h6.le]
    norm_num
  have h := (integrableOn_Ioi_comp_mul_left_iff (fun y : ℝ => 1 / (1 + y ^ 3)) 0 hb).2
    (by rw [mul_zero]; exact integral_one_div_one_add_cube.1)
  have h' : IntegrableOn (fun x : ℝ => t / 2 * (1 / (1 + (b * x) ^ 3))) (Ioi 0) :=
    Integrable.const_mul h (t / 2)
  exact h'.congr_fun (fun x hx => (integrand_eq ht hb3 hx).symm) measurableSet_Ioi

/-- For the interpolation kernel and `t > 0` the critical amplitude is `A(t) = c t^(4/3)` with `c =
π / (3 √3 6^(1/3))`. -/
theorem criticalAmplitude_spinKernel {t : ℝ} (ht : 0 < t) :
    criticalAmplitude spinKernel t = scrConstant * t ^ (4 / 3 : ℝ) := by
  have h1 : criticalAmplitude spinKernel 1 = scrConstant := by
    unfold criticalAmplitude scrConstant
    have hb : 0 < (6 : ℝ) ^ (1 / 3 : ℝ) := by positivity
    have hb3 : ((6 : ℝ) ^ (1 / 3 : ℝ)) ^ 3 = 6 / 1 := by
      rw [← Real.rpow_natCast, ← Real.rpow_mul (by norm_num)]
      norm_num
    generalize (6 : ℝ) ^ (1 / 3 : ℝ) = b at hb hb3 ⊢
    have h := integral_comp_mul_left_Ioi (fun y : ℝ => 1 / (1 + y ^ 3)) 0 hb
    rw [mul_zero, integral_one_div_one_add_cube.2, smul_eq_mul] at h
    rw [setIntegral_congr_fun measurableSet_Ioi
      (fun x hx => integrand_eq one_pos hb3 hx), integral_const_mul, h]
    ring
  rw [criticalAmplitude_scaling spinKernel ht, h1, mul_comm]

/-- For every `δ > 0` the Curie condition `A(t) = δ` with the interpolation kernel has the
positive solution `t = (δ/c)^(3/4)`, and no other positive solution. -/
theorem curie_temperature {δ : ℝ} (hδ : 0 < δ) :
    0 < (δ / scrConstant) ^ (3 / 4 : ℝ) ∧
      ∀ t : ℝ, 0 < t →
        (criticalAmplitude spinKernel t = δ ↔ t = (δ / scrConstant) ^ (3 / 4 : ℝ)) := by
  have hc : 0 < scrConstant := by unfold scrConstant; positivity
  have h1 : criticalAmplitude spinKernel 1 = scrConstant := by
    rw [criticalAmplitude_spinKernel one_pos, Real.one_rpow, mul_one]
  refine ⟨Real.rpow_pos_of_pos (div_pos hδ hc) _, fun t ht => ?_⟩
  rw [← h1]
  exact curie_condition_iff spinKernel (by rw [h1]; exact hc) hδ ht

end

end SCRCriticalAmplitude
```

```lean
#print axioms SCRCriticalAmplitude.integrableOn_amplitude
-- 'SCRCriticalAmplitude.integrableOn_amplitude' depends on axioms: [propext, Classical.choice, Quot.sound]
#print axioms SCRCriticalAmplitude.criticalAmplitude_spinKernel
-- 'SCRCriticalAmplitude.criticalAmplitude_spinKernel' depends on axioms: [propext, Classical.choice, Quot.sound]
#print axioms SCRCriticalAmplitude.curie_temperature
-- 'SCRCriticalAmplitude.curie_temperature' depends on axioms: [propext, Classical.choice, Quot.sound]
```

## Kernel, amplitude and Curie condition as Lean objects

`spinKernel` is the interpolation formula as a real function, and `scrConstant` is c. `criticalAmplitude f t` is the Lebesgue integral over `Ioi 0`, the open half-line x > 0, with the kernel `f` as an argument. The inverse susceptibility is set to zero at every t, so `criticalAmplitude` describes the magnet itself only at its Curie temperature.

Three theorems carry the result for the interpolation kernel:

- `integrableOn_amplitude` says that the integrand is integrable for every t > 0.
- `criticalAmplitude_spinKernel` is the law A(t) = c t^(4/3) for every t > 0.
- `curie_temperature` says, for every δ > 0, that (δ/c)^(3/4) is positive and that a positive t satisfies A(t) = δ exactly when it equals this number.

Two further theorems hold for an arbitrary real function `f`. `criticalAmplitude_scaling` gives the factor t^(4/3), and `curie_condition_iff` gives the solution (δ/A(1))^(3/4) under the hypothesis A(1) > 0, which says that the kernel produces a net positive amplitude. Lean assigns the value 0 to the integral of a non-integrable function, so for a kernel with a divergent amplitude the scaling theorem reads 0 = 0 and carries no physics.

## How the lemmas follow the derivation

`hasDerivAt_cubicPrimitive` differentiates F term by term. Its step `e` is the identity that turns the arctangent's contribution into 1/(2q), `hfac` is the factorisation of 1 + x³, and `field_simp` with `ring` recombines the partial fractions.

`tendsto_cubicPrimitive` handles the limit through w = 1/(1 + x). In this variable q/(1 + x)² is 1 − 3w + 3w², and continuity of the logarithm at w = 0 makes the two logarithms cancel at infinity. `integral_one_div_one_add_cube` then subtracts the value at 0. Since the derivative of F is non-negative and F has a finite limit, the same argument yields integrability.

In `criticalAmplitude_scaling`, the number `s` is t^(1/3), and `integral_comp_mul_left_Ioi` performs the substitution x = s y. `curie_condition_iff` replaces A(t) by t^(4/3) A(1) and treats the two directions separately, each time using (4/3)(3/4) = 1.

`integrand_eq` is the reduction to (t/2)/(1 + (b x)³), stated for t > 0, x > 0 and any b with b³ = 6/t. `integrableOn_amplitude` uses it at general t. `criticalAmplitude_spinKernel` needs it only at t = 1, where b = 6^(1/3), and obtains the other temperatures from the scaling theorem. `curie_temperature` inserts A(1) = c into `curie_condition_iff`.

## A second root when negative t is admitted

For an arbitrary function f, uniqueness can fail without the restriction t > 0. Take f(u) = exp(−u²), for which A(1) is finite and positive. This is a mathematical example and not a spin-fluctuation kernel, since it lacks the 1/(2u) behaviour at small u. The temperature enters only through x³/t and f is even, so A(−t) = A(t). The equation A(t) = δ then has a second root at t = −(δ/A(1))^(3/4), and the equivalence in `curie_condition_iff` fails there. A root finder applied to this example can converge to the negative root if t may change sign; iterating in ln t excludes it. The interpolation kernel has no such second root: for t < 0 its integrand has a non-integrable pole at x³ = −t/6, so the amplitude integral does not converge.

## Cutoff, digamma kernel and rounding

The theorems concern exact real numbers and an integral that runs to infinity. A Brillouin-zone cutoff at fixed x introduces a second scale, and the pure power law is then lost. The value c belongs to the interpolation formula: the digamma kernel keeps the exponent 4/3 but has its own A(1), which the file does not compute, and the file gives no bound on the difference between the two kernels.

The SCR equations themselves, the cubic relaxation rate and the value of δ for a given material are assumed. Converting t to kelvin requires the material's spectral parameters. Quadrature error and floating-point rounding remain for the code to control.
